# The relativistic square-root kinetic energy never raises the ground energy in a finite orthonormal basis

## Definitions and conventions

One particle of unit mass is described in a finite orthonormal basis with real coefficients, in units with $\hbar=1$. The matrix $T$ represents the nonrelativistic kinetic energy $p^2/2$, $V$ is a real symmetric potential matrix, and $c>0$ is the speed of light. A vector $x$ has the squared length $\langle x,x\rangle=\sum_i x_i^2$.

The relativistic kinetic energy with the rest energy removed is $\sqrt{c^4+c^2p^2}-c^2$. Its matrix $K$ is taken to be symmetric and to satisfy

$$(K+c^2)^2=c^4+2c^2T .$$

This is the energy–momentum relation of a free particle, with $p^2$ replaced by $2T$.

A ground vector of a matrix $H$ is a unit eigenvector whose eigenvalue is no larger than any other eigenvalue of $H$. Degeneracy is allowed. Let $u$ be a ground vector of $T+V$ with energy $E$, and $v$ a ground vector of $K+V$ with energy $E_{\rm rel}$.

## Bounds on the energy lowering

The result is

$$\frac{\langle u,K^2u\rangle}{2c^2}\;\le\;E-E_{\rm rel}\;\le\;\frac{\langle v,K^2v\rangle}{2c^2},\qquad E_{\rm rel}\le E .$$

In a one-electron, spin-free calculation that uses the same potential matrix in both Hamiltonians, replacing $T$ by $K$ therefore cannot raise the ground energy, and the two ground vectors bracket the change.

## From the dispersion relation to the bounds

**The kinetic matrices.** Expanding the square gives

$$K^2+2c^2K+c^4=c^4+2c^2T .$$

The terms $c^4$ cancel, and division by $2c^2$ yields

$$T=K+\frac{K^2}{2c^2}.$$

Since $K$ is symmetric, so is $T$.

**The variational principle.** Let $H$ be symmetric with ground energy $E_0$. The matrix $H-E_0$ has an orthonormal eigenbasis $w_i$ with eigenvalues $\lambda_i$. Each $\lambda_i+E_0$ is an eigenvalue of $H$, so $\lambda_i\ge 0$. For $x=\sum_i a_iw_i$,

$$\langle x,Hx\rangle-E_0\langle x,x\rangle=\sum_i\lambda_ia_i^2\ge 0 .$$

**One state, two Hamiltonians.** For every $x$,

$$\langle x,(T+V)x\rangle=\langle x,(K+V)x\rangle+\frac{\langle x,K^2x\rangle}{2c^2}.$$

**Exchanging the ground vectors.** With $v$ as a trial vector for $T+V$,

$$E\le\langle v,(T+V)v\rangle=E_{\rm rel}+\frac{\langle v,K^2v\rangle}{2c^2},$$

which is the upper bound. With $u$ as a trial vector for $K+V$,

$$E_{\rm rel}\le\langle u,(K+V)u\rangle=E-\frac{\langle u,K^2u\rangle}{2c^2},$$

which is the lower bound. Symmetry of $K$ gives $\langle u,K^2u\rangle=\langle Ku,Ku\rangle\ge0$, hence $E_{\rm rel}\le E$.

## Strict lowering and the mass-velocity term

If $Ku=0$, then $Tu=Ku+K(Ku)/(2c^2)=0$. So $Tu\ne0$ implies $Ku\neq0$, the lower bound is positive, and $E_{\rm rel}<E$.

Suppose now that $K$ is positive semidefinite, as the kinetic energy of a particle should be. With $a=1/(2c^2)$,

$$\langle Tv,Tv\rangle=\langle Kv,Kv\rangle+2a\langle Kv,K(Kv)\rangle+a^2\langle K^2v,K^2v\rangle\ge\langle Kv,Kv\rangle .$$

The middle term is nonnegative because it is an expectation value of $K$ in the vector $Kv$. The upper bound thus becomes

$$E-E_{\rm rel}\le\frac{\langle v,T^2v\rangle}{2c^2}.$$

The right-hand side is the magnitude of the mass-velocity term, $p^4/(8c^2)$ in operator form, with $p^4$ represented by the matrix product $4T^2$. In a finite basis this product generally differs from the matrix of the operator $p^4$ itself. It is evaluated in the relativistic vector $v$, whereas first-order perturbation theory would use $u$.

## A two-level example

Take $c=1$, $T=\mathrm{diag}(24,40)$, $K=\mathrm{diag}(6,8)$ and

$$V=\begin{pmatrix}0&-12\\-12&-9\end{pmatrix}.$$

The ground vectors are $u=(4/5,3/5)$ with $E=15$ and $v=(3/5,4/5)$ with $E_{\rm rel}=-10$. The lowering is $25$, and the two bounds evaluate to $23.04$ and $26.96$. Here $K^2$ and $V$ do not commute, so the two Hamiltonians do not commute either and have no common eigenbasis.

## The statement in Lean

The finite type `n` labels the basis functions, and `⬝ᵥ` and `*ᵥ` are the dot product and the action of a matrix on a vector. A Gaussian basis must therefore be orthonormalised first, since no overlap matrix appears.

`SqrtDispersion c T K` is the squared relation between the kinetic matrices. It does not select the positive square root; `hpos` in `lowering_le_massVelocity` does so by requiring $K$ to be positive semidefinite. The two-sided bound does not assume this positivity; besides the relation `hd`, its only condition on $K$ is the symmetry `hK`.

`IsGround H E u` contains the normalisation `unit`, the eigenvalue equation `eigen` and the minimality condition `lowest`. The theorem `ground_energy_lowering` assumes such vectors for `T + V` and `K + V`, together with `hc`, `hK`, `hV` and `hd`, and concludes the two bounds and `Erel ≤ E`.

The model has no spin, no relativistic transformation of the potential and no electron–electron interaction. It compares energies in one fixed finite basis and makes no statement about the basis-set limit.

## Projecting the operator instead of the matrix relation

With the positive square root selected, the dispersion relation above makes $K$ a function of the matrix $T$. A different model would start from the exact square-root operator $\hat K$ and take its matrix elements between the basis functions. The matrix of $\hat K^2$, called $M$ here, then generally differs from $K^2$, because $\hat K$ can lead out of the basis space. The kinetic matrices would satisfy $T=K+M/(2c^2)$, and the same variational argument would give bounds with $M$ in place of $K^2$. The ground energy would still not rise. No further integrals would be needed, because $M=2c^2(T-K)$ follows from the two kinetic matrices.

## The complete file

```lean
import Mathlib

open Matrix

namespace RelativisticKineticEnergy

variable {n : Type*} [Fintype n] [DecidableEq n]

/-- The relativistic dispersion relation `(K + c²)² = c⁴ + 2c²T` for unit mass, between the
nonrelativistic kinetic matrix `T` and the relativistic one `K` in an orthonormal basis. -/
def SqrtDispersion (c : ℝ) (T K : Matrix n n ℝ) : Prop :=
  (K + c ^ 2 • (1 : Matrix n n ℝ)) ^ 2 = c ^ 4 • (1 : Matrix n n ℝ) + (2 * c ^ 2) • T

/-- `u` is a unit eigenvector of `H` with energy `E`, and no eigenvalue of `H` lies below `E`. -/
structure IsGround (H : Matrix n n ℝ) (E : ℝ) (u : n → ℝ) : Prop where
  unit : u ⬝ᵥ u = 1
  eigen : H *ᵥ u = E • u
  lowest : ∀ (μ : ℝ) (x : n → ℝ), x ≠ 0 → H *ᵥ x = μ • x → E ≤ μ

variable {c E Erel : ℝ} {T K V H : Matrix n n ℝ} {u v : n → ℝ}

omit [DecidableEq n] in
/-- For a symmetric matrix, the expectation value of its square is the squared length of the
vector it produces. -/
theorem expectation_sq (hK : K.IsSymm) (x : n → ℝ) :
    x ⬝ᵥ (K * K) *ᵥ x = (K *ᵥ x) ⬝ᵥ (K *ᵥ x) := by
  rw [← Matrix.mulVec_mulVec, Matrix.dotProduct_mulVec, ← Matrix.mulVec_transpose, hK.eq]

/-- For `c > 0` the dispersion relation gives `T = K + K²/(2c²)`. -/
theorem kinetic_eq (hc : 0 < c) (hd : SqrtDispersion c T K) :
    T = K + (1 / (2 * c ^ 2)) • (K * K) := by
  have hc2 : 2 * c ^ 2 ≠ 0 := by positivity
  -- expand the square; the rest energy `c⁴` cancels
  have e : (K + c ^ 2 • (1 : Matrix n n ℝ)) ^ 2
      = K * K + (2 * c ^ 2) • K + c ^ 4 • (1 : Matrix n n ℝ) := by
    rw [sq, add_mul, mul_add, mul_add]
    simp only [smul_mul_assoc, mul_smul_comm, one_mul, mul_one, smul_smul]
    module
  have h : K * K + (2 * c ^ 2) • K = (2 * c ^ 2) • T := by
    unfold SqrtDispersion at hd
    rw [e] at hd
    linear_combination (norm := module) hd
  calc T = (1 / (2 * c ^ 2)) • ((2 * c ^ 2) • T) := by
        rw [smul_smul, one_div, inv_mul_cancel₀ hc2, one_smul]
    _ = K + (1 / (2 * c ^ 2)) • (K * K) := by
        rw [← h, smul_add, smul_smul, one_div, inv_mul_cancel₀ hc2, one_smul, add_comm]

/-- For `c > 0` and symmetric `K`, the matrix `T` in the dispersion relation is symmetric. -/
theorem kinetic_symm (hc : 0 < c) (hK : K.IsSymm) (hd : SqrtDispersion c T K) : T.IsSymm := by
  unfold Matrix.IsSymm
  rw [kinetic_eq hc hd, Matrix.transpose_add, Matrix.transpose_smul, Matrix.transpose_mul, hK.eq]

/-- Rayleigh–Ritz principle: for a symmetric Hamiltonian, no trial vector has an energy
expectation value below the ground energy times its squared length. -/
theorem rayleigh_ritz (hH : H.IsSymm) (hu : IsGround H E u) (x : n → ℝ) :
    E * (x ⬝ᵥ x) ≤ x ⬝ᵥ H *ᵥ x := by
  have hA : (H - E • (1 : Matrix n n ℝ)).IsHermitian := by
    rw [Matrix.IsHermitian, Matrix.conjTranspose_eq_transpose_of_trivial, Matrix.transpose_sub,
      Matrix.transpose_smul, Matrix.transpose_one, hH.eq]
  -- every eigenvalue of `H - E` is nonnegative
  have hpos : (H - E • (1 : Matrix n n ℝ)).PosSemidef := by
    rw [hA.posSemidef_iff_eigenvalues_nonneg]
    intro i
    have h1 := hA.mulVec_eigenvectorBasis i
    have hne : (hA.eigenvectorBasis i).ofLp ≠ 0 := fun h =>
      hA.eigenvectorBasis.orthonormal.ne_zero i (by ext j; exact congrFun h j)
    have h2 : H *ᵥ (hA.eigenvectorBasis i).ofLp
        = (hA.eigenvalues i + E) • (hA.eigenvectorBasis i).ofLp := by
      rw [Matrix.sub_mulVec, Matrix.smul_mulVec, Matrix.one_mulVec] at h1
      rw [add_smul, ← h1, sub_add_cancel]
    have h3 := hu.lowest _ _ hne h2
    show (0 : ℝ) ≤ hA.eigenvalues i
    linarith
  have h := hpos.dotProduct_mulVec_nonneg x
  rw [star_trivial, Matrix.sub_mulVec, Matrix.smul_mulVec, Matrix.one_mulVec, dotProduct_sub,
    dotProduct_smul, smul_eq_mul] at h
  linarith

omit [DecidableEq n] in
/-- A unit eigenvector whose energy bounds all expectation values from below is a ground
vector. -/
theorem isGround_of_bound (h1 : u ⬝ᵥ u = 1) (h2 : H *ᵥ u = E • u)
    (h3 : ∀ x, E * (x ⬝ᵥ x) ≤ x ⬝ᵥ H *ᵥ x) : IsGround H E u := by
  refine ⟨h1, h2, fun μ x hx hμ => ?_⟩
  have h := h3 x
  rw [hμ, dotProduct_smul, smul_eq_mul] at h
  have h0 : 0 ≤ x ⬝ᵥ x := Finset.sum_nonneg fun i _ => mul_self_nonneg (x i)
  have hp : 0 < x ⬝ᵥ x := lt_of_le_of_ne h0 (Ne.symm (mt dotProduct_self_eq_zero.1 hx))
  exact le_of_mul_le_mul_right h hp

/-- **Relativistic lowering of the ground energy.** For `c > 0`, symmetric `V` and symmetric `K`
obeying the dispersion relation, `E - Erel` lies between the expectation values of `K²/(2c²)` in
the ground vectors of `T + V` and of `K + V`, and `Erel ≤ E`. -/
theorem ground_energy_lowering (hc : 0 < c) (hK : K.IsSymm) (hV : V.IsSymm)
    (hd : SqrtDispersion c T K) (hu : IsGround (T + V) E u) (hv : IsGround (K + V) Erel v) :
    u ⬝ᵥ (K * K) *ᵥ u / (2 * c ^ 2) ≤ E - Erel ∧
      E - Erel ≤ v ⬝ᵥ (K * K) *ᵥ v / (2 * c ^ 2) ∧ Erel ≤ E := by
  -- the two Hamiltonians differ by `K²/(2c²)` in every state
  have key : ∀ x : n → ℝ, x ⬝ᵥ (T + V) *ᵥ x
      = x ⬝ᵥ (K + V) *ᵥ x + x ⬝ᵥ (K * K) *ᵥ x / (2 * c ^ 2) := by
    intro x
    rw [kinetic_eq hc hd]
    simp only [Matrix.add_mulVec, Matrix.smul_mulVec, dotProduct_add, dotProduct_smul,
      smul_eq_mul]
    ring
  -- each ground vector serves as trial vector for the other Hamiltonian
  have a := rayleigh_ritz ((kinetic_symm hc hK hd).add hV) hu v
  have b := rayleigh_ritz (hK.add hV) hv u
  have ku := key u
  have kv := key v
  rw [hu.eigen, dotProduct_smul, hu.unit, smul_eq_mul, mul_one] at ku
  rw [hv.eigen, dotProduct_smul, hv.unit, smul_eq_mul, mul_one] at kv
  rw [hv.unit, mul_one] at a
  rw [hu.unit, mul_one] at b
  have h0 : 0 ≤ u ⬝ᵥ (K * K) *ᵥ u / (2 * c ^ 2) := by
    rw [expectation_sq hK]
    exact div_nonneg (Finset.sum_nonneg fun i _ => mul_self_nonneg _) (by positivity)
  exact ⟨by linarith, by linarith, by linarith⟩

/-- For `c > 0`, symmetric `V` and symmetric `K` obeying the dispersion relation, the ground energy
of `K + V` lies strictly below that of `T + V` if `T` does not annihilate the ground vector `u` of
`T + V`. -/
theorem ground_energy_strict (hc : 0 < c) (hK : K.IsSymm) (hV : V.IsSymm)
    (hd : SqrtDispersion c T K) (hu : IsGround (T + V) E u) (hv : IsGround (K + V) Erel v)
    (hT : T *ᵥ u ≠ 0) : Erel < E := by
  have hne : K *ᵥ u ≠ 0 := by
    intro h
    apply hT
    rw [kinetic_eq hc hd, Matrix.add_mulVec, Matrix.smul_mulVec, ← Matrix.mulVec_mulVec, h,
      Matrix.mulVec_zero, smul_zero, add_zero]
  have h0 : 0 ≤ (K *ᵥ u) ⬝ᵥ (K *ᵥ u) := Finset.sum_nonneg fun i _ => mul_self_nonneg _
  have hp := lt_of_le_of_ne h0 (Ne.symm (mt dotProduct_self_eq_zero.1 hne))
  have h := (ground_energy_lowering hc hK hV hd hu hv).1
  rw [expectation_sq hK] at h
  have hq : 0 < (K *ᵥ u) ⬝ᵥ (K *ᵥ u) / (2 * c ^ 2) := div_pos hp (by positivity)
  linarith

/-- For `c > 0`, symmetric `V` and symmetric positive semidefinite `K` obeying the dispersion
relation, `E - Erel` is at most the expectation value of `T²/(2c²)`, the mass-velocity term without
its minus sign, in the ground vector `v` of `K + V`. -/
theorem lowering_le_massVelocity (hc : 0 < c) (hK : K.IsSymm) (hpos : ∀ x, 0 ≤ x ⬝ᵥ K *ᵥ x)
    (hV : V.IsSymm) (hd : SqrtDispersion c T K) (hu : IsGround (T + V) E u)
    (hv : IsGround (K + V) Erel v) :
    E - Erel ≤ v ⬝ᵥ (T * T) *ᵥ v / (2 * c ^ 2) := by
  refine (ground_energy_lowering hc hK hV hd hu hv).2.1.trans ?_
  rw [expectation_sq hK, expectation_sq (kinetic_symm hc hK hd)]
  have hT : T *ᵥ v = K *ᵥ v + (1 / (2 * c ^ 2)) • (K *ᵥ (K *ᵥ v)) := by
    conv_lhs => rw [kinetic_eq hc hd]
    rw [Matrix.add_mulVec, Matrix.smul_mulVec, ← Matrix.mulVec_mulVec]
  have ha : 0 ≤ 1 / (2 * c ^ 2) := by positivity
  rw [hT]
  generalize 1 / (2 * c ^ 2) = a at ha
  -- the cross term is an expectation value of `K`, hence nonnegative
  have h1 := mul_nonneg ha (hpos (K *ᵥ v))
  have h2 : 0 ≤ (K *ᵥ (K *ᵥ v)) ⬝ᵥ (K *ᵥ (K *ᵥ v)) :=
    Finset.sum_nonneg fun i _ => mul_self_nonneg _
  have h3 := mul_nonneg (mul_nonneg ha ha) h2
  apply div_le_div_of_nonneg_right _ (by positivity)
  simp only [add_dotProduct, dotProduct_add, smul_dotProduct, dotProduct_smul, smul_eq_mul]
  rw [dotProduct_comm (K *ᵥ (K *ᵥ v)) (K *ᵥ v)]
  linarith

/-- A two-level instance with `c = 1`, `T = diag(24, 40)`, `K = diag(6, 8)` and a potential with
off-diagonal coupling: the ground energies are `15` and `-10`. -/
theorem ground_energy_lowering_witness :
    SqrtDispersion 1 !![24, 0; 0, 40] !![6, 0; 0, 8] ∧
    (!![6, 0; 0, 8] : Matrix (Fin 2) (Fin 2) ℝ).IsSymm ∧
    (∀ x : Fin 2 → ℝ, 0 ≤ x ⬝ᵥ !![6, 0; 0, 8] *ᵥ x) ∧
    (!![0, -12; -12, -9] : Matrix (Fin 2) (Fin 2) ℝ).IsSymm ∧
    IsGround (!![24, 0; 0, 40] + !![0, -12; -12, -9]) 15 ![4 / 5, 3 / 5] ∧
    IsGround (!![6, 0; 0, 8] + !![0, -12; -12, -9]) (-10) ![3 / 5, 4 / 5] := by
  refine ⟨?_, ?_, ?_, ?_, isGround_of_bound ?_ ?_ ?_, isGround_of_bound ?_ ?_ ?_⟩
  · unfold SqrtDispersion
    ext i j
    fin_cases i <;> fin_cases j <;> simp [sq, Matrix.mul_apply, Fin.sum_univ_two] <;> norm_num
  · unfold Matrix.IsSymm
    ext i j
    fin_cases i <;> fin_cases j <;> simp
  · intro x
    simp only [Matrix.mulVec, dotProduct, Fin.sum_univ_two, Matrix.of_apply, Matrix.cons_val_zero,
      Matrix.cons_val_one]
    nlinarith [sq_nonneg (x 0), sq_nonneg (x 1)]
  · unfold Matrix.IsSymm
    ext i j
    fin_cases i <;> fin_cases j <;> simp
  · norm_num [dotProduct, Fin.sum_univ_two]
  · ext i
    fin_cases i <;> norm_num [Matrix.mulVec, dotProduct, Fin.sum_univ_two]
  · intro x
    simp only [Matrix.mulVec, dotProduct, Fin.sum_univ_two, Matrix.add_apply, Matrix.of_apply,
      Matrix.cons_val_zero, Matrix.cons_val_one]
    nlinarith [sq_nonneg (3 * x 0 - 4 * x 1)]
  · norm_num [dotProduct, Fin.sum_univ_two]
  · ext i
    fin_cases i <;> norm_num [Matrix.mulVec, dotProduct, Fin.sum_univ_two]
  · intro x
    simp only [Matrix.mulVec, dotProduct, Fin.sum_univ_two, Matrix.add_apply, Matrix.of_apply,
      Matrix.cons_val_zero, Matrix.cons_val_one]
    nlinarith [sq_nonneg (4 * x 0 - 3 * x 1)]

end RelativisticKineticEnergy
```

```lean
#print axioms RelativisticKineticEnergy.ground_energy_strict
#print axioms RelativisticKineticEnergy.lowering_le_massVelocity
```

```
'RelativisticKineticEnergy.ground_energy_strict' depends on axioms: [propext, Classical.choice, Quot.sound]
'RelativisticKineticEnergy.lowering_le_massVelocity' depends on axioms: [propext, Classical.choice, Quot.sound]
```

## How the lemmas carry the argument

`expectation_sq` moves one factor of $K$ to the other side of the dot product, giving $\langle x,K^2x\rangle=\langle Kx,Kx\rangle$. Every later use of the positivity of $K^2$ goes through this identity.

`kinetic_eq` performs the expansion. Its step `e` multiplies out the square, `h` cancels the $c^4$ terms, and the final `calc` divides by $2c^2$. The tactic `module` collects matrix terms with scalar coefficients. `kinetic_symm` transposes the resulting formula for $T$.

`rayleigh_ritz` follows the spectral argument. Mathlib characterises a positive semidefinite Hermitian matrix by its nonnegative eigenvalues, so the task is to bound each eigenvalue of $H-E$. In the code, `h1` is the eigenvalue equation for $H-E$, `h2` rewrites it as one for $H$ with eigenvalue $\lambda_i+E$, and `h3` applies `lowest`. Positive semidefiniteness then gives the inequality for an arbitrary trial vector.

`isGround_of_bound` goes the other way: if $E\langle x,x\rangle\le\langle x,Hx\rangle$ for all $x$, then inserting an eigenvector with eigenvalue $\mu$ and dividing by its positive squared length gives $E\le\mu$. It is used for the example.

In `ground_energy_lowering`, `key` compares the two Hamiltonians in one state. The inequalities `a` and `b` are the variational principle with the ground vectors exchanged, while `ku` and `kv` insert the eigenvalue equations and normalisations into `key`. After `h0` has established that the lower bound is nonnegative, `linarith` combines these relations into the three conclusions.

`ground_energy_strict` first proves $Ku\ne0$ by contradiction and then uses the positive squared length of $Ku$ in the lower bound. `lowering_le_massVelocity` expands $\langle Tv,Tv\rangle$; its `h1` handles the cross term and `h3` the quadratic one.

`ground_energy_lowering_witness` verifies the hypotheses for the two-level example. Minimality of the two energies comes from the identities

$$\langle x,(T+V)x\rangle-15\langle x,x\rangle=(3x_0-4x_1)^2,$$

$$\langle x,(K+V)x\rangle+10\langle x,x\rangle=(4x_0-3x_1)^2 .$$

These squares are the hints passed to `nlinarith`, and `isGround_of_bound` turns the resulting inequalities into the required ground-vector properties.
